# Zeros of the Landau free energy of three cubically coupled density-wave amplitudes at a = g²/(108b)

The failing theorem, `landau_critical_eq_zero_iff`, concerns a Landau free energy that is a polynomial in three real density-wave amplitudes x, y, z, with quadratic coefficient a, cubic term gxyz and isotropic quartic term b(x² + y² + z²)². For b > 0, g ≠ 0 and a = g²/(108b), it states that this energy is zero exactly when all three amplitudes vanish, or when |x| = |y| = |z| = |g|/(18b) and gxyz < 0. From zero energy to the amplitudes, the proof writes the energy as a sum of squares with positive weights, so that every square must vanish. In the other direction it puts the given moduli and the sign of gxyz into the polynomial and checks that the result is zero.

This version doesn't compile in Lean 4 with Mathlib:

```lean
import Mathlib

namespace TripleQOrdering

noncomputable section

/-- Landau free energy of three coupled density-wave amplitudes `x, y, z`, with a cubic
coupling `g` and an isotropic quartic term `b`. -/
def landau (a b g x y z : ℝ) : ℝ :=
  a * (x ^ 2 + y ^ 2 + z ^ 2) + g * (x * y * z) + b * (x ^ 2 + y ^ 2 + z ^ 2) ^ 2

/-- The free energy is a quadratic term measured from `g² / (108 b)` plus weighted squares. -/
theorem landau_eq_squares {b g : ℝ} (hb : 0 < b) (hg : g ≠ 0) (a x y z : ℝ) :
    landau a b g x y z = (a - g ^ 2 / (108 * b)) * (x ^ 2 + y ^ 2 + z ^ 2)
      + g ^ 2 / (108 * b) * ((x + 18 * b / g * (y * z)) ^ 2
        + (y + 18 * b / g * (z * x)) ^ 2 + (z + 18 * b / g * (x * y)) ^ 2)
      + b / 2 * ((x ^ 2 - y ^ 2) ^ 2 + (y ^ 2 - z ^ 2) ^ 2 + (z ^ 2 - x ^ 2) ^ 2) := by
  have hb' := hb.ne'
  unfold landau
  field_simp
  ring

/-- At `a = g² / (108 b)` the free energy vanishes exactly at the origin and at the points with
`|x| = |y| = |z| = |g| / (18 b)` and `g x y z < 0`. -/
theorem landau_critical_eq_zero_iff {b g : ℝ} (hb : 0 < b) (hg : g ≠ 0) (x y z : ℝ) :
    landau (g ^ 2 / (108 * b)) b g x y z = 0 ↔ (x = 0 ∧ y = 0 ∧ z = 0) ∨
      (|x| = |g| / (18 * b) ∧ |y| = |g| / (18 * b) ∧ |z| = |g| / (18 * b) ∧
        g * (x * y * z) < 0) := by
  obtain ⟨m, hm⟩ : ∃ m, m = |g| / (18 * b) := ⟨_, rfl⟩
  have hb' := hb.ne'
  have hgm : |g| = 18 * b * m := by rw [hm]; field_simp
  have hm0 : 0 < m := by rw [hm]; positivity
  rw [← hm]
  constructor
  · intro h
    rw [landau_eq_squares hb hg, sub_self, zero_mul, zero_add] at h
    have hk : 0 < g ^ 2 / (108 * b) := by positivity
    -- both groups of squares vanish
    have s1 := (mul_eq_zero.1 ((add_eq_zero_iff_of_nonneg (by positivity)
      (by positivity)).1 h).1).resolve_left hk.ne'
    have s2 := (mul_eq_zero.1 ((add_eq_zero_iff_of_nonneg (by positivity)
      (by positivity)).1 h).2).resolve_left (by positivity)
    have e1 : (x + 18 * b / g * (y * z)) ^ 2 = 0 := by
      linarith [sq_nonneg (x + 18 * b / g * (y * z)), sq_nonneg (y + 18 * b / g * (z * x)),
        sq_nonneg (z + 18 * b / g * (x * y))]
    have e2 : (x ^ 2 - y ^ 2) ^ 2 = 0 := by
      linarith [sq_nonneg (x ^ 2 - y ^ 2), sq_nonneg (y ^ 2 - z ^ 2), sq_nonneg (z ^ 2 - x ^ 2)]
    have e3 : (z ^ 2 - x ^ 2) ^ 2 = 0 := by
      linarith [sq_nonneg (x ^ 2 - y ^ 2), sq_nonneg (y ^ 2 - z ^ 2), sq_nonneg (z ^ 2 - x ^ 2)]
    have hy2 : y ^ 2 = x ^ 2 := by linarith [pow_eq_zero_iff (two_ne_zero) |>.1 e2]
    have hz2 : z ^ 2 = x ^ 2 := by linarith [pow_eq_zero_iff (two_ne_zero) |>.1 e3]
    have hgx : g * x = -(18 * b * (y * z)) := by
      have e : g * x + 18 * b * (y * z) = g * (x + 18 * b / g * (y * z)) := by field_simp
      rw [pow_eq_zero_iff (two_ne_zero) |>.1 e1, mul_zero] at e
      linarith
    by_cases hx : x = 0
    · left
      rw [hx, zero_pow two_ne_zero] at hy2 hz2
      exact ⟨hx, pow_eq_zero_iff (two_ne_zero) |>.1 hy2, pow_eq_zero_iff (two_ne_zero) |>.1 hz2⟩
    · right
      -- the stationarity relation fixes the common modulus
      have hx2 : x ^ 2 = m ^ 2 := by
        have h1 : x ^ 2 * (18 * b) ^ 2 * x ^ 2 = x ^ 2 * (18 * b) ^ 2 * m ^ 2 := by
          calc x ^ 2 * (18 * b) ^ 2 * x ^ 2 = (18 * b) ^ 2 * (y ^ 2 * z ^ 2) := by
                rw [hy2, hz2]; ring
            _ = (g * x) ^ 2 := by rw [hgx]; ring
            _ = |g| ^ 2 * x ^ 2 := by rw [sq_abs]; ring
            _ = x ^ 2 * (18 * b) ^ 2 * m ^ 2 := by rw [hgm]; ring
        exact mul_left_cancel₀ (by positivity) h1
      have key : ∀ u : ℝ, u ^ 2 = m ^ 2 → |u| = m := fun u hu => by
        rw [(sq_eq_sq_iff_abs_eq_abs u m).1 hu, abs_of_pos hm0]
      have hy : y ≠ 0 := fun h => hx (by simpa [h] using hy2.symm)
      have hz : z ≠ 0 := fun h => hx (by simpa [h] using hz2.symm)
      refine ⟨key x hx2, key y (hy2.trans hx2), key z (hz2.trans hx2), ?_⟩
      have hp : 0 < 18 * b * (y * z) ^ 2 := by positivity
      have hq : g * (x * y * z) = -(18 * b * (y * z) ^ 2) := by
        linear_combination (y * z) * hgx
      linarith
  · rintro (⟨rfl, rfl, rfl⟩ | ⟨hx, hy, hz, hs⟩)
    · simp [landau]
    · have hx2 : x ^ 2 = m ^ 2 := by rw [← hx, sq_abs]
      have hy2 : y ^ 2 = m ^ 2 := by rw [← hy, sq_abs]
      have hz2 : z ^ 2 = m ^ 2 := by rw [← hz, sq_abs]
      have hp := abs_of_neg hs
      rw [abs_mul, abs_mul, abs_mul, hx, hy, hz, hgm] at hp
      have hk : g ^ 2 / (108 * b) = 3 * b * m ^ 2 := by
        rw [div_eq_iff (by positivity), ← sq_abs, hgm]; ring
      unfold landau
      rw [hk, hx2, hy2, hz2]
      linear_combination -hp

end

end TripleQOrdering
```

The error:

```
Main.lean:90:6: error: ring failed, ring expressions not equal
b g : ℝ
hb : 0 < b
hg : g ≠ 0
x y z m : ℝ
hm : m = |g| / (18 * b)
hb' : b ≠ 0
hgm : |g| = 18 * b * m
hm0 : 0 < m
hx : |x| = m
hy : |y| = m
hz : |z| = m
hs : g * (x * y * z) < 0
hx2 : x ^ 2 = m ^ 2
hy2 : y ^ 2 = m ^ 2
hz2 : z ^ 2 = m ^ 2
hp : 18 * b * m * (m * m * m) = -(g * (x * y * z))
hk : g ^ 2 / (108 * b) = 3 * b * m ^ 2
⊢ b * m ^ 4 * 36 + g * x * y * z * 2 = 0
```

What went wrong. The error is a wrong sign in the last step of the converse direction, for the points with nonzero amplitudes. There m stands for |g|/(18b), and after the rewrites the left side of the goal amounts to 18bm⁴ + gxyz, which has to be zero. The hypothesis `hp` says that 18bm⁴ = −gxyz, which is the same equation.

`linear_combination e` subtracts the two sides of `e` from those of the goal and asks `ring1` to show that the difference is zero. With `-hp` the subtraction becomes an addition, so the expression doubles instead of cancelling. This is the 36bm⁴ + 2gxyz = 0 left in the message, which `ring1` cannot prove because it does not use hypotheses. With `hp` the two sides cancel identically and the step closes.

The other change only rewords a comment and has no effect on the error. The relation `hgx` is obtained from a vanishing square, not from a stationarity condition, and the comment now refers to it by name.

Lean accepts the file once it reads:

```diff
@@ -59,5 +59,5 @@
       exact ⟨hx, pow_eq_zero_iff (two_ne_zero) |>.1 hy2, pow_eq_zero_iff (two_ne_zero) |>.1 hz2⟩
     · right
-      -- the stationarity relation fixes the common modulus
+      -- the relation `hgx` fixes the common modulus
       have hx2 : x ^ 2 = m ^ 2 := by
         have h1 : x ^ 2 * (18 * b) ^ 2 * x ^ 2 = x ^ 2 * (18 * b) ^ 2 * m ^ 2 := by
@@ -88,5 +88,5 @@
       unfold landau
       rw [hk, hx2, hy2, hz2]
-      linear_combination -hp
+      linear_combination hp
 
 end
```
